# The angle derivative of a magnetisation vector rotated about a unit axis is the cross product of the axis with the rotated vector

The theorem says that a magnetisation vector turned about a fixed unit axis precesses about that axis. In mathematics, if `n ⬝ᵥ n = 1`, then the derivative of `rot n s m` with respect to the angle `s`, taken at `θ`, is `n ⨯₃ rot n θ m`. The vector `m` is any real three-component vector, of any length, and the rotation is given by Rodrigues' formula. The proof differentiates the formula term by term, then checks that the result equals the cross product, one component at a time, using the unit length of `n`.

This version doesn't compile in Lean 4 with Mathlib:

```lean
import Mathlib

open Matrix

namespace NoncollinearXCTorque

noncomputable section

/-- A magnetisation vector at one point of space. -/
abbrev Vec := Fin 3 → ℝ

/-- Rotation of `m` by the angle `θ` about the unit axis `n` (Rodrigues' formula). -/
def rot (n : Vec) (θ : ℝ) (m : Vec) : Vec :=
  Real.cos θ • m + Real.sin θ • (n ⨯₃ m) + ((1 - Real.cos θ) * (n ⬝ᵥ m)) • n

/-- Rotation about a unit axis `n` is a precession with angular velocity `n`. -/
theorem hasDerivAt_rot {n : Vec} (hn : n ⬝ᵥ n = 1) (θ : ℝ) (m : Vec) :
    HasDerivAt (fun s => rot n s m) (n ⨯₃ rot n θ m) θ := by
  have h := (((Real.hasDerivAt_cos θ).smul_const m).fun_add
    ((Real.hasDerivAt_sin θ).smul_const (n ⨯₃ m))).fun_add
    ((((Real.hasDerivAt_cos θ).const_sub 1).mul_const (n ⬝ᵥ m)).smul_const n)
  refine h.congr_deriv ?_
  simp only [dotProduct, Fin.sum_univ_three] at hn
  ext i
  fin_cases i <;> simp [rot, cross_apply, dotProduct, Fin.sum_univ_three]
  · linear_combination Real.sin θ * m 0 * hn
  · linear_combination Real.sin θ * m 1 * hn
  · linear_combination Real.sin θ * m 2 * hn

end

end NoncollinearXCTorque
```

The compiler's answer:

```
Main.lean:26:4: error: ring failed, ring expressions not equal
n : Vec
θ : ℝ
m : Vec
h :
  HasDerivAt (fun i => Real.cos i • m + Real.sin i • (crossProduct n) m + ((1 - Real.cos i) * n ⬝ᵥ m) • n)
    (-Real.sin θ • m + Real.cos θ • (crossProduct n) m + (- -Real.sin θ * n ⬝ᵥ m) • n) θ
hn : n 0 * n 0 + n 1 * n 1 + n 2 * n 2 = 1
⊢ -vecHead (Real.sin θ • m) + Real.cos θ * n 1 * m 2 - Real.cos θ * n 2 * m 1 -
              n 1 * vecHead (vecTail (vecTail (Real.cos θ • m))) -
            n 1 * vecHead (vecTail (vecTail (((1 - Real.cos θ) * (n 0 * m 0 + n 1 * m 1 + n 2 * m 2)) • n))) +
          n 2 * vecHead (vecTail (Real.cos θ • m)) +
        n 2 * vecHead (vecTail (((1 - Real.cos θ) * (n 0 * m 0 + n 1 * m 1 + n 2 * m 2)) • n)) +
      Real.sin θ * m 0 =
    0
Main.lean:27:4: error: ring failed, ring expressions not equal
n : Vec
θ : ℝ
m : Vec
h :
  HasDerivAt (fun i => Real.cos i • m + Real.sin i • (crossProduct n) m + ((1 - Real.cos i) * n ⬝ᵥ m) • n)
    (-Real.sin θ • m + Real.cos θ • (crossProduct n) m + (- -Real.sin θ * n ⬝ᵥ m) • n) θ
hn : n 0 * n 0 + n 1 * n 1 + n 2 * n 2 = 1
⊢ -vecHead (vecTail (Real.sin θ • m)) + Real.cos θ * n 2 * m 0 - Real.cos θ * n 0 * m 2 -
              n 2 * vecHead (Real.cos θ • m) -
            n 2 * vecHead (((1 - Real.cos θ) * (n 0 * m 0 + n 1 * m 1 + n 2 * m 2)) • n) +
          n 0 * vecHead (vecTail (vecTail (Real.cos θ • m))) +
        n 0 * vecHead (vecTail (vecTail (((1 - Real.cos θ) * (n 0 * m 0 + n 1 * m 1 + n 2 * m 2)) • n))) +
      Real.sin θ * m 1 =
    0
Main.lean:28:4: error: ring failed, ring expressions not equal
n : Vec
θ : ℝ
m : Vec
h :
  HasDerivAt (fun i => Real.cos i • m + Real.sin i • (crossProduct n) m + ((1 - Real.cos i) * n ⬝ᵥ m) • n)
    (-Real.sin θ • m + Real.cos θ • (crossProduct n) m + (- -Real.sin θ * n ⬝ᵥ m) • n) θ
hn : n 0 * n 0 + n 1 * n 1 + n 2 * n 2 = 1
⊢ -vecHead (vecTail (vecTail (Real.sin θ • m))) + Real.cos θ * n 0 * m 1 - Real.cos θ * n 1 * m 0 -
              n 0 * vecHead (vecTail (Real.cos θ • m)) -
            n 0 * vecHead (vecTail (((1 - Real.cos θ) * (n 0 * m 0 + n 1 * m 1 + n 2 * m 2)) • n)) +
          n 1 * vecHead (Real.cos θ • m) +
        n 1 * vecHead (((1 - Real.cos θ) * (n 0 * m 0 + n 1 * m 1 + n 2 * m 2)) • n) +
      Real.sin θ * m 2 =
    0
```

Cause. The three errors are the same failure in the three components. `linear_combination` leaves the final check to `ring`, which reports that the two sides do not agree.

The goals show why. They still contain terms such as `vecHead (Real.sin θ • m)` and `vecHead (vecTail (Real.cos θ • m))`. These are just entries of scaled vectors, the first being `Real.sin θ * m 0`, but `ring` does not unfold `vecHead` and `vecTail`. It treats each such term as an unknown, so it cannot cancel `-vecHead (Real.sin θ • m)` against `Real.sin θ * m 0`. The terms arise because `cross_apply` writes the cross product as an explicit list of entries, and `simp` adds other vectors to that list by way of their heads and tails.

Adding `vecHead` and `vecTail` to the `simp` call unfolds them, so that the entries become ordinary products. The leftover terms then cancel, and the `linear_combination` lines work unchanged.

The mended proof, as a diff:

```diff
@@ -23,5 +23,5 @@
   simp only [dotProduct, Fin.sum_univ_three] at hn
   ext i
-  fin_cases i <;> simp [rot, cross_apply, dotProduct, Fin.sum_univ_three]
+  fin_cases i <;> simp [rot, cross_apply, dotProduct, Fin.sum_univ_three, vecHead, vecTail]
   · linear_combination Real.sin θ * m 0 * hn
   · linear_combination Real.sin θ * m 1 * hn
```
